# For Hermitian \(H\) and positive definite \(S\), the logarithmic derivative of \(\det(zS-H)\) at nonreal \(z\) is a sum over energy levels

An electronic-structure code that uses overlapping atomic orbitals can compute a broadened density of states without diagonalising anything. It chooses a complex energy \(z=E+i\eta\) with \(\eta>0\), solves linear systems with the matrix \(zS-H\), and multiplies by \(-1/\pi\) the imaginary part of \(\operatorname{tr}\big((zS-H)^{-1}S\big)\). Here \(H\) is the Hamiltonian matrix and \(S\) the overlap matrix of the basis. The step relies on this trace counting every level once, whatever the overlaps.

Let \(S\) be positive definite and \(H\) Hermitian, both of the same finite size, and let \(D(z)=\det(zS-H)\). Write \(e_k\) for the eigenvalues of \(S^{-1/2}HS^{-1/2}\), repeated according to multiplicity. For every nonreal \(z\), \(D(z)\neq0\) and

\[
\frac{D'(z)}{D(z)}=\operatorname{tr}\big((zS-H)^{-1}S\big)=\sum_k\frac{1}{z-e_k}.
\]

## The factor \(S\) in the trace

For a single basis function with overlap \(s\) and Hamiltonian element \(h\), the level is \(h/s\). The bare resolvent is \(1/(zs-h)=s^{-1}/(z-h/s)\), so its weight is \(1/s\). Multiplying by \(S\) restores the weight to one. A code that omits this factor still centres each level's Lorentzian correctly but, in general, gives it the wrong area.

The identity also gives a consistency test between two routes through a program: for a finite matrix model with energy-independent \(H\) and \(S\), the trace from a linear solver must agree with the level sum from a generalised eigenvalue solver, up to numerical error.

## From orthonormal orbitals to the level sum

**Orthogonalisation.** Diagonalise the overlap as \(S=U\operatorname{diag}(s_i)U^\dagger\), with \(U\) unitary and all \(s_i>0\), and set

\[
W=S^{-1/2}=U\operatorname{diag}(s_i^{-1/2})U^\dagger .
\]

Then \(W\) is Hermitian. Since \(U^\dagger U=1\),

\[
WSW=U\operatorname{diag}(s_i^{-1/2}s_is_i^{-1/2})U^\dagger=1 .
\]

The matrix \(K=WHW\) is Hermitian, so \(K=Q\operatorname{diag}(e_k)Q^\dagger\) with \(Q\) unitary and \(e_k\) real. Put \(V=WQ\). Its columns are the orbital coefficients, and

\[
V^\dagger SV=Q^\dagger WSWQ=1,\qquad V^\dagger HV=Q^\dagger KQ=\operatorname{diag}(e_k).
\]

Subtracting the second relation from \(z\) times the first gives

\[
V^\dagger(zS-H)V=\operatorname{diag}(z-e_k).
\]

**Determinant.** Taking determinants of the relations for \(S\) and for \(zS-H\) gives

\[
\det V^\dagger\,\det S\,\det V=1,\qquad
\det V^\dagger\,D(z)\,\det V=\prod_k(z-e_k).
\]

Multiply the second equation by \(\det S\) and use the first:

\[
D(z)=\det S\prod_k(z-e_k).
\]

Since \(\det S>0\), the zeros of \(D\) are exactly the levels. These are real, so \(D(z)\neq0\) at nonreal \(z\).

**Trace.** Let \(D(z)\neq0\) and \(G=\operatorname{diag}\big(1/(z-e_k)\big)\). The diagonal form gives \(V^\dagger(zS-H)VG=1\). For square matrices a one-sided inverse is two-sided, so \((zS-H)VGV^\dagger=1\), which means \((zS-H)^{-1}=VGV^\dagger\). By cyclicity of the trace,

\[
\operatorname{tr}(VGV^\dagger S)=\operatorname{tr}(GV^\dagger SV)=\operatorname{tr}G=\sum_k\frac1{z-e_k}.
\]

**Derivative.** The product rule gives

\[
D'(z)=\det S\sum_k\prod_{j\neq k}(z-e_j)=D(z)\sum_k\frac1{z-e_k},
\]

and division by \(D(z)\) completes the identity.

**Broadening.** At \(z=E+i\eta\) with \(\eta\neq0\),

\[
\frac1{E-e_k+i\eta}=\frac{E-e_k-i\eta}{(E-e_k)^2+\eta^2}.
\]

Taking imaginary parts and multiplying by \(-1/\pi\) yields

\[
-\frac1\pi\operatorname{Im}\frac{D'(z)}{D(z)}
=\sum_k\frac1\pi\frac{\eta}{(E-e_k)^2+\eta^2}.
\]

For \(\eta>0\) each term is a Lorentzian of unit area and half-width \(\eta\) at half maximum. For \(\eta<0\) the sign of the whole sum is reversed.

## The Lean file

```lean
import Mathlib

open Matrix
open scoped ComplexOrder

namespace NonorthogonalDeterminant

noncomputable section

variable {n : Type*} [Fintype n] [DecidableEq n] {S H : Matrix n n ℂ}

/-- The secular determinant `D(z) = det (z S - H)` of a Hamiltonian `H` with overlap `S`. -/
def secular (S H : Matrix n n ℂ) (z : ℂ) : ℂ := (z • S - H).det

/-- The inverse square root `S^(-1/2)` of the overlap matrix, built from the eigenvectors
and eigenvalues of `S`. -/
def invSqrt (hS : S.PosDef) : Matrix n n ℂ :=
  (hS.1.eigenvectorUnitary : Matrix n n ℂ) *
    diagonal (fun i => (((Real.sqrt (hS.1.eigenvalues i))⁻¹ : ℝ) : ℂ)) *
    (hS.1.eigenvectorUnitary : Matrix n n ℂ)ᴴ

/-- A Hermitian matrix is the diagonal matrix of its eigenvalues, rotated by the unitary
matrix of its eigenvectors. -/
theorem spectral_form {A : Matrix n n ℂ} (hA : A.IsHermitian) :
    A = (hA.eigenvectorUnitary : Matrix n n ℂ) *
      diagonal (fun i => (hA.eigenvalues i : ℂ)) *
      (hA.eigenvectorUnitary : Matrix n n ℂ)ᴴ := by
  have h := hA.spectral_theorem
  rw [Unitary.conjStarAlgAut_apply] at h
  exact h

/-- The matrix `S^(-1/2)` is positive semidefinite, squares to `S⁻¹`, and turns the overlap
into the identity. -/
theorem invSqrt_spec (hS : S.PosDef) :
    (invSqrt hS).PosSemidef ∧ invSqrt hS * invSqrt hS = S⁻¹ ∧
      invSqrt hS * S * invSqrt hS = 1 := by
  have conj : ∀ U D L : Matrix n n ℂ, Uᴴ * U = 1 → D * L * D = 1 →
      (U * D * Uᴴ) * (U * L * Uᴴ) * (U * D * Uᴴ) = 1 := by
    intro U D L hU h
    calc (U * D * Uᴴ) * (U * L * Uᴴ) * (U * D * Uᴴ)
        = U * D * (Uᴴ * U) * L * (Uᴴ * U) * D * Uᴴ := by simp only [Matrix.mul_assoc]
      _ = U * (D * L * D) * Uᴴ := by
          rw [hU]; simp only [Matrix.mul_one, Matrix.mul_assoc]
      _ = 1 := by rw [h, Matrix.mul_one]; exact mul_eq_one_comm.mp hU
  have aux : ∀ s l : ℝ, 0 < s → s * s = l → s⁻¹ * l * s⁻¹ = 1 := by
    intro s l hs h
    rw [← h]
    field_simp
  have hone : invSqrt hS * S * invSqrt hS = 1 := by
    refine (congrArg (fun X => invSqrt hS * X * invSqrt hS) (spectral_form hS.1)).trans ?_
    refine conj _ _ _ (mem_unitaryGroup_iff'.mp hS.1.eigenvectorUnitary.2) ?_
    rw [diagonal_mul_diagonal, diagonal_mul_diagonal, ← diagonal_one]
    refine congrArg diagonal (funext fun i => ?_)
    have hp := hS.eigenvalues_pos i
    have h := aux _ _ (Real.sqrt_pos.mpr hp) (Real.mul_self_sqrt hp.le)
    exact_mod_cast h
  refine ⟨?_, ?_, hone⟩
  · exact (PosSemidef.diagonal (fun i =>
      Complex.zero_le_real.mpr (inv_nonneg.mpr (Real.sqrt_nonneg _)))).mul_mul_conjTranspose_same _
  · rw [Matrix.mul_assoc] at hone
    have h := mul_eq_one_comm.mp hone
    rw [Matrix.mul_assoc] at h
    exact (Matrix.inv_eq_right_inv h).symm

/-- The orthogonalised Hamiltonian `S^(-1/2) H S^(-1/2)` is Hermitian. -/
theorem orthogonalised_isHermitian (hS : S.PosDef) (hH : H.IsHermitian) :
    (invSqrt hS * H * invSqrt hS).IsHermitian := by
  have hW : (invSqrt hS)ᴴ = invSqrt hS := (invSqrt_spec hS).1.1
  have hH' : Hᴴ = H := hH
  change (invSqrt hS * H * invSqrt hS)ᴴ = _
  rw [conjTranspose_mul, conjTranspose_mul, hW, hH', Matrix.mul_assoc]

/-- The energy levels `e_k`: the eigenvalues of `S^(-1/2) H S^(-1/2)`. -/
def level (hS : S.PosDef) (hH : H.IsHermitian) : n → ℝ :=
  (orthogonalised_isHermitian hS hH).eigenvalues

/-- There is a matrix of orbitals `V`, orthonormal with respect to the overlap, in which
`z S - H` is diagonal with entries `z - e_k` for every `z`. -/
theorem exists_orbitals (hS : S.PosDef) (hH : H.IsHermitian) :
    ∃ V : Matrix n n ℂ, Vᴴ * S * V = 1 ∧
      ∀ z : ℂ, Vᴴ * (z • S - H) * V = diagonal (fun k => z - (level hS hH k : ℂ)) := by
  have hK := orthogonalised_isHermitian hS hH
  obtain ⟨hp, -, hone⟩ := invSqrt_spec hS
  have hW : (invSqrt hS)ᴴ = invSqrt hS := hp.1
  have hsp := spectral_form hK
  have hU : (hK.eigenvectorUnitary : Matrix n n ℂ)ᴴ * hK.eigenvectorUnitary = 1 :=
    mem_unitaryGroup_iff'.mp hK.eigenvectorUnitary.2
  set U : Matrix n n ℂ := (hK.eigenvectorUnitary : Matrix n n ℂ)
  -- pull the orbitals `S^(-1/2) U` through any matrix
  have pull : ∀ X : Matrix n n ℂ, (invSqrt hS * U)ᴴ * X * (invSqrt hS * U)
      = Uᴴ * (invSqrt hS * X * invSqrt hS) * U := by
    intro X
    rw [conjTranspose_mul, hW]
    simp only [Matrix.mul_assoc]
  have h1 : (invSqrt hS * U)ᴴ * S * (invSqrt hS * U) = 1 := by
    rw [pull, hone, Matrix.mul_one, hU]
  have h2 : (invSqrt hS * U)ᴴ * H * (invSqrt hS * U)
      = diagonal (fun k => (level hS hH k : ℂ)) := by
    rw [pull]
    refine (congrArg (fun X => Uᴴ * X * U) hsp).trans ?_
    calc Uᴴ * (U * diagonal (fun k => (level hS hH k : ℂ)) * Uᴴ) * U
        = (Uᴴ * U) * diagonal (fun k => (level hS hH k : ℂ)) * (Uᴴ * U) := by
          simp only [Matrix.mul_assoc]
      _ = _ := by rw [hU, Matrix.one_mul, Matrix.mul_one]
  refine ⟨invSqrt hS * U, h1, fun z => ?_⟩
  rw [Matrix.mul_sub, Matrix.sub_mul, Matrix.mul_smul, Matrix.smul_mul, h1, h2]
  ext i j
  by_cases h : i = j
  · subst h; simp
  · simp [h]

/-- The secular determinant factorises over the levels: `D(z) = det S · ∏ (z - e_k)`. -/
theorem secular_eq_prod (hS : S.PosDef) (hH : H.IsHermitian) (z : ℂ) :
    secular S H z = S.det * ∏ k, (z - (level hS hH k : ℂ)) := by
  obtain ⟨V, h1, h2⟩ := exists_orbitals hS hH
  have d1 := congrArg Matrix.det h1
  have d2 := congrArg Matrix.det (h2 z)
  rw [det_mul, det_mul, det_one] at d1
  rw [det_mul, det_mul, det_diagonal] at d2
  unfold secular
  linear_combination (-(z • S - H).det) * d1 + S.det * d2

/-- The zeros of the secular determinant are exactly the levels. -/
theorem secular_eq_zero_iff (hS : S.PosDef) (hH : H.IsHermitian) (z : ℂ) :
    secular S H z = 0 ↔ ∃ k, z = (level hS hH k : ℂ) := by
  have hd : S.det ≠ 0 := hS.det_pos.ne'
  rw [secular_eq_prod hS hH, mul_eq_zero, or_iff_right hd, Finset.prod_eq_zero_iff]
  simp [sub_eq_zero]

/-- Where the secular determinant does not vanish, the trace of the resolvent with the
overlap is the sum of `1 / (z - e_k)` over the levels. -/
theorem trace_resolvent (hS : S.PosDef) (hH : H.IsHermitian) {z : ℂ}
    (hz : secular S H z ≠ 0) :
    ((z • S - H)⁻¹ * S).trace = ∑ k, 1 / (z - (level hS hH k : ℂ)) := by
  have hne : ∀ k, z - (level hS hH k : ℂ) ≠ 0 := fun k h =>
    hz ((secular_eq_zero_iff hS hH z).mpr ⟨k, sub_eq_zero.mp h⟩)
  obtain ⟨V, h1, h2⟩ := exists_orbitals hS hH
  set G : Matrix n n ℂ := diagonal (fun k => 1 / (z - (level hS hH k : ℂ))) with hG
  have h3 : Vᴴ * ((z • S - H) * V * G) = 1 := by
    rw [← Matrix.mul_assoc, ← Matrix.mul_assoc, h2 z, hG, diagonal_mul_diagonal,
      ← diagonal_one]
    exact congrArg diagonal (funext fun k => mul_one_div_cancel (hne k))
  -- the resolvent in terms of the orbitals
  have h4 : (z • S - H) * (V * (G * Vᴴ)) = 1 := by
    have h := mul_eq_one_comm.mp h3
    simpa only [Matrix.mul_assoc] using h
  rw [Matrix.inv_eq_right_inv h4, Matrix.mul_assoc, Matrix.trace_mul_comm]
  have h5 : G * Vᴴ * S * V = G := by
    calc G * Vᴴ * S * V = G * (Vᴴ * S * V) := by simp only [Matrix.mul_assoc]
      _ = G := by rw [h1, Matrix.mul_one]
  rw [h5, hG, trace_diagonal]

/-- Where the secular determinant does not vanish, its derivative is
`D(z) tr((z S - H)⁻¹ S)`. -/
theorem hasDerivAt_secular (hS : S.PosDef) (hH : H.IsHermitian) {z : ℂ}
    (hz : secular S H z ≠ 0) :
    HasDerivAt (secular S H) (secular S H z * ((z • S - H)⁻¹ * S).trace) z := by
  have hne : ∀ k, z - (level hS hH k : ℂ) ≠ 0 := fun k h =>
    hz ((secular_eq_zero_iff hS hH z).mpr ⟨k, sub_eq_zero.mp h⟩)
  -- product rule, one level at a time
  have hprod : ∀ s : Finset n, HasDerivAt (fun w : ℂ => ∏ k ∈ s, (w - (level hS hH k : ℂ)))
      ((∏ k ∈ s, (z - (level hS hH k : ℂ))) * ∑ k ∈ s, 1 / (z - (level hS hH k : ℂ))) z := by
    intro s
    induction s using Finset.induction_on with
    | empty =>
      simp only [Finset.prod_empty, Finset.sum_empty, mul_zero]
      exact hasDerivAt_const z _
    | insert a s ha ih =>
      simp only [Finset.prod_insert ha, Finset.sum_insert ha]
      refine (((hasDerivAt_id' z).sub_const (level hS hH a : ℂ)).fun_mul ih).congr_deriv ?_
      have h := mul_one_div_cancel (hne a)
      linear_combination (-(∏ k ∈ s, (z - (level hS hH k : ℂ)))) * h
  have hf : secular S H = fun w => S.det * ∏ k, (w - (level hS hH k : ℂ)) :=
    funext (secular_eq_prod hS hH)
  rw [trace_resolvent hS hH hz, secular_eq_prod hS hH z, hf]
  exact ((hprod Finset.univ).const_mul S.det).congr_deriv (by ring)

/-- Determinant formula in a nonorthogonal basis: at nonreal `z` the secular determinant is
nonzero, and `D'(z)/D(z) = tr((z S - H)⁻¹ S) = ∑ 1/(z - e_k)`. -/
theorem determinant_formula (hS : S.PosDef) (hH : H.IsHermitian) {z : ℂ} (hz : z.im ≠ 0) :
    secular S H z ≠ 0 ∧
      deriv (secular S H) z / secular S H z = ((z • S - H)⁻¹ * S).trace ∧
      ((z • S - H)⁻¹ * S).trace = ∑ k, 1 / (z - (level hS hH k : ℂ)) := by
  have hD : secular S H z ≠ 0 := by
    intro h
    obtain ⟨k, hk⟩ := (secular_eq_zero_iff hS hH z).mp h
    exact hz (by rw [hk]; exact Complex.ofReal_im _)
  refine ⟨hD, ?_, trace_resolvent hS hH hD⟩
  rw [(hasDerivAt_secular hS hH hD).deriv, mul_div_cancel_left₀ _ hD]

/-- At `z = E + i η` with `η ≠ 0`, the quantity `-Im(D'(z)/D(z))/π` is the sum over the levels of
`(1/π) η / ((E - e_k)² + η²)`. -/
theorem broadened_density (hS : S.PosDef) (hH : H.IsHermitian) (E : ℝ) {η : ℝ} (hη : η ≠ 0) :
    -(1 / Real.pi) * (deriv (secular S H) (E + η * Complex.I) /
        secular S H (E + η * Complex.I)).im
      = ∑ k, (1 / Real.pi) * (η / ((E - level hS hH k) ^ 2 + η ^ 2)) := by
  have hz : ((E : ℂ) + η * Complex.I).im ≠ 0 := by simpa using hη
  obtain ⟨-, h1, h2⟩ := determinant_formula hS hH hz
  rw [h1, h2, Complex.im_sum, Finset.mul_sum]
  refine Finset.sum_congr rfl fun k _ => ?_
  have h : (1 / ((E : ℂ) + η * Complex.I - (level hS hH k : ℂ))).im
      = -η / ((E - level hS hH k) ^ 2 + η ^ 2) := by
    rw [one_div, Complex.inv_im, Complex.normSq_apply]
    simp [sq]
  rw [h]
  ring

end

end NonorthogonalDeterminant
```

```lean
#print axioms NonorthogonalDeterminant.broadened_density
-- 'NonorthogonalDeterminant.broadened_density' depends on axioms: [propext, Classical.choice, Quot.sound]
```

## How the Lean statements describe the basis and the levels

The finite type `n` labels the basis functions, and `S` and `H` are complex matrices over it. The hypothesis `S.PosDef` stands for a linearly independent basis and includes Hermiticity of the overlap. `H.IsHermitian` stands for a closed system with real energies. The function `secular S H` is \(D\), and `invSqrt hS` is \(S^{-1/2}\), built explicitly from the eigenvectors and eigenvalues of `S`.

The levels are `level hS hH : n → ℝ`. They share the index type of the basis, but level `k` has no special connection with basis function `k`.

The theorem `determinant_formula` assumes `z.im ≠ 0` and states three things: the determinant is nonzero, the logarithmic derivative equals the trace, and the trace equals the level sum. The quotient and the matrix inverse therefore have their ordinary meaning, and `hasDerivAt_secular` establishes that the derivative exists. That theorem and `trace_resolvent` need only \(D(z)\neq0\), so they also apply at real energies that are not levels. `broadened_density` is the Lorentzian formula, for either sign of `η`.

## How the lemmas carry the derivation

`spectral_form` writes a Hermitian matrix as \(U\operatorname{diag}(\cdot)U^\dagger\). In `invSqrt_spec`, the helper `conj` cancels the inner factors \(U^\dagger U\), and `aux` supplies the scalar identity \(s_i^{-1/2}s_is_i^{-1/2}=1\). Together they give \(WSW=1\), from which \(W^2=S^{-1}\) follows by moving a factor across with `mul_eq_one_comm`. `orthogonalised_isHermitian` then makes the real eigenvalues of \(K\) available.

`exists_orbitals` constructs \(V=WQ\); the code calls the second factor `U`. Its step `pull` rewrites \(V^\dagger XV\) as \(Q^\dagger(WXW)Q\) for any matrix \(X\), and is applied to both `S` and `H`.

`secular_eq_prod` takes the two determinants, and `linear_combination` eliminates \(\det V\) and \(\det V^\dagger\) as in the derivation above. `secular_eq_zero_iff` reads off the zeros.

In `trace_resolvent`, `h3` and `h4` are the two inverse relations, and `Matrix.trace_mul_comm` is the cyclic step. `hasDerivAt_secular` proves the product rule by induction over finite sets of levels, adding one factor \(z-e_a\) at a time. The main theorem combines these results with the fact that levels are real, and `broadened_density` takes the imaginary part term by term.

## Exact arithmetic, fixed matrices and finite broadening

The theorems concern exact complex numbers. They give no bound on rounding errors, which can become serious when the basis is nearly linearly dependent or when \(z\) lies close to a level. If a program discards eigenvectors of \(S\) with small eigenvalues, the result applies to the reduced matrices and yields the levels of the reduced problem.

Both matrices are independent of \(z\). An energy-dependent self-energy violates this assumption, and a complex absorbing potential generally violates Hermiticity; neither case is covered.

The broadening \(\eta\) stays nonzero, and no limit \(\eta\to0\) is taken. The sum runs over the eigenvalues of the matrices supplied, so a spin-restricted code must add its own factor of two if it reports the density summed over both spins. The result concerns the total density of states and does not divide it among atoms or orbitals.
